# Moving atoms by lattice vectors rephases KKR structure constants and preserves the secular determinant, for absolutely summable propagators

## Question

Take a chain with lattice constant 1, one scattering channel, and two atoms per cell at $0$ and $\tau$. With $g$ the propagator between scatterers, the structure constant between the two atoms is

$$A_{12}(k)=\sum_{n\in\mathbb Z}e^{ikn}g(n+\tau).$$

If I list the second atom at $\tau+1$ instead, the crystal is the same, but relabelling $n\to n-1$ gives

$$\sum_n e^{ikn}g(n+1+\tau)=e^{-ik}A_{12}(k).$$

At $k=\pi$ the matrix element changes sign. How can the band energies not notice, especially with many atoms and angular-momentum channels? And is the matrix still Hermitian?

## Answer

The phases form a diagonal unitary similarity transformation, so they cancel in the secular determinant. Hermiticity holds for every choice of positions, provided that the propagator has the symmetry and summability stated below.

### Relabelling the lattice sum

Let $L$ be the lattice, $t_i$ the atomic positions, and $g(x)$ a matrix in the channels $l,m$. For real $k$ define

$$A_{il,jm}(k)=\sum_{R\in L}e^{ik\cdot R}\,g_{lm}(R+t_j-t_i).$$

Assume that $g(-x)=g(x)^\dagger$ and that each component of $g$ is absolutely summable on every translate of $L$. Since $|e^{ik\cdot R}|=1$, the series converges absolutely and may be relabelled freely.

**Hermiticity.** Conjugate the transposed entry, use $\overline{g_{ml}(x)}=g_{lm}(-x)$, then replace $R$ by $-R$:

$$\overline{A_{jm,il}}=\sum_R e^{-ik\cdot R}g_{lm}(-R+t_j-t_i)=\sum_R e^{ik\cdot R}g_{lm}(R+t_j-t_i)=A_{il,jm}.$$

**Moving atoms.** Shift each $t_i$ by its own lattice vector $S_i$. The argument of $g$ becomes $R'+t_j-t_i$ with $R'=R+S_j-S_i$, and $e^{ik\cdot R}=e^{ik\cdot S_i}e^{ik\cdot R'}e^{-ik\cdot S_j}$. Summing over $R'$ gives

$$A'_{il,jm}=e^{ik\cdot S_i}A_{il,jm}\,e^{-ik\cdot S_j}.$$

If only atom $j$ moves, by $S$, the blocks with row site $i\ne j$ and column site $j$ acquire $e^{-ik\cdot S}$, and those with row site $j$ and column site $i$ acquire $e^{ik\cdot S}$. The diagonal block of atom $j$ is unchanged, because the two phases cancel.

**Determinant.** Let $U$ be diagonal with entries $e^{ik\cdot S_i}$, the same for all channels of a site. Then $A'=UAU^{-1}$. A matrix $M$ that couples only channels on the same site satisfies $M=UMU^{-1}$, so

$$\det(M-A')=\det\!\big(U(M-A)U^{-1}\big)=\det(M-A).$$

In KKR, $M$ holds the inverse single-site $t$-matrices. Both $M$ and $g$ depend on the energy, and at fixed $k$ the energies at which this determinant vanishes give the bands. For finitely many sites and channels in the single-particle problem, the choice of cell representatives therefore does not affect the bands wherever the lattice sums converge absolutely.

### Phases in a band calculation

Suppose an input file lists an atom at fractional coordinate $1.3$ and the program wraps it to $0.3$. Then $S=-a$, where $a$ is the lattice vector of that axis. The blocks that couple the atom to other sites are multiplied by $e^{ik\cdot a}$ where the atom is the column site, and by $e^{-ik\cdot a}$ where it is the row site. A solution of $(M-A)c=0$ turns into $Uc$, by the same similarity: the atom's amplitudes change phase by $e^{-ik\cdot a}$.

### The statement in Lean

```lean
import Mathlib

open scoped Matrix

namespace KKRStructureConstants

noncomputable section

variable {E : Type*} [NormedAddCommGroup E] [InnerProductSpace ℝ E]
variable {ι Λ : Type*} {L : AddSubgroup E} {g : E → Matrix Λ Λ ℂ}

/-- The Bloch phase `exp(i k·R)` for a real wave vector `k`. -/
def phase (k R : E) : ℂ := Complex.exp ((inner ℝ k R : ℝ) * Complex.I)

/-- The propagator between scattering channels satisfies `g(-x) = g(x)ᴴ`. -/
def HermitianKernel (g : E → Matrix Λ Λ ℂ) : Prop := ∀ x, g (-x) = (g x)ᴴ

/-- Every channel component of `g` is absolutely summable on every translate of the
lattice `L`. -/
def LatticeSummable (L : AddSubgroup E) (g : E → Matrix Λ Λ ℂ) : Prop :=
  ∀ (x : E) (l m : Λ), Summable fun R : L => ‖g ((R : E) + x) l m‖

/-- The matrix of structure constants, indexed by site and channel: the lattice sum of
`exp(i k·R) g(R + t_j - t_i)` for atoms at the positions `t`. -/
def structureMatrix (L : AddSubgroup E) (g : E → Matrix Λ Λ ℂ) (t : ι → E) (k : E) :
    Matrix (ι × Λ) (ι × Λ) ℂ :=
  Matrix.of fun p q => ∑' R : L, phase k (R : E) * g ((R : E) + t q.1 - t p.1) p.2 q.2

/-- The Bloch phase of a sum of two vectors is the product of their phases. -/
theorem phase_add (k R S : E) : phase k (R + S) = phase k R * phase k S := by
  simp only [phase, inner_add_right, Complex.ofReal_add, add_mul, Complex.exp_add]

/-- The Bloch phase of the zero vector is one. -/
theorem phase_zero (k : E) : phase k 0 = 1 := by
  simp [phase]

/-- Complex conjugation of a Bloch phase reverses the vector. -/
theorem star_phase (k R : E) : star (phase k R) = phase k (-R) := by
  unfold phase
  rw [inner_neg_right, Complex.star_def, ← Complex.exp_conj]
  simp

/-- For a propagator absolutely summable on lattice translates, the Bloch series converges
to the structure constant. -/
theorem hasSum_structureMatrix (hs : LatticeSummable L g) (t : ι → E) (k : E)
    (p q : ι × Λ) :
    HasSum (fun R : L => phase k (R : E) * g ((R : E) + t q.1 - t p.1) p.2 q.2)
      (structureMatrix L g t k p q) := by
  have hn : ∀ R : E, ‖phase k R‖ = 1 := fun R => Complex.norm_exp_ofReal_mul_I _
  have h : Summable
      (fun R : L => phase k (R : E) * g ((R : E) + t q.1 - t p.1) p.2 q.2) := by
    apply Summable.of_norm
    simpa only [norm_mul, hn, one_mul, add_sub_assoc] using hs (t q.1 - t p.1) p.2 q.2
  exact h.hasSum

/-- For a propagator with `g(-x) = g(x)ᴴ` that is absolutely summable on lattice translates,
the matrix of structure constants is Hermitian at every real wave vector. -/
theorem structureMatrix_isHermitian (hg : HermitianKernel g) (hs : LatticeSummable L g)
    (t : ι → E) (k : E) : (structureMatrix L g t k).IsHermitian := by
  refine Matrix.IsHermitian.ext fun p q => ?_
  -- conjugate the series and sum over `-R` instead of `R`
  have h := (Equiv.neg L).hasSum_iff.2 (hasSum_structureMatrix hs t k q p).star
  refine h.unique ((hasSum_structureMatrix hs t k p q).congr_fun fun R => ?_)
  have e : (R : E) + t q.1 - t p.1 = -(((-R : L) : E) + t p.1 - t q.1) := by
    rw [AddSubgroup.coe_neg]; abel
  change star (phase k ((-R : L) : E) * g (((-R : L) : E) + t p.1 - t q.1) q.2 p.2) =
    phase k (R : E) * g ((R : E) + t q.1 - t p.1) p.2 q.2
  rw [e, hg (((-R : L) : E) + t p.1 - t q.1), Matrix.conjTranspose_apply, star_mul',
    star_phase, AddSubgroup.coe_neg, neg_neg]

/-- If each atom `i` is moved by a lattice vector `S i`, the structure constant between
sites `i` and `j` is multiplied by `exp(i k·S_i) exp(-i k·S_j)`, for a propagator absolutely
summable on lattice translates. -/
theorem structureMatrix_translate (hs : LatticeSummable L g) (t : ι → E) (k : E)
    (S : ι → L) (p q : ι × Λ) :
    structureMatrix L g (fun i => t i + (S i : E)) k p q =
      phase k (S p.1 : E) * structureMatrix L g t k p q * phase k (-(S q.1 : E)) := by
  -- relabel the lattice sum by `R ↦ R + S_j - S_i`
  have h := (((Equiv.addRight (S q.1 - S p.1)).hasSum_iff.2
    (hasSum_structureMatrix hs t k p q)).mul_left (phase k (S p.1 : E))).mul_right
      (phase k (-(S q.1 : E)))
  refine (hasSum_structureMatrix hs _ k p q).unique (h.congr_fun fun R => ?_)
  have e : (R : E) + (t q.1 + (S q.1 : E)) - (t p.1 + (S p.1 : E)) =
      ((R + (S q.1 - S p.1) : L) : E) + t q.1 - t p.1 := by
    rw [AddSubgroup.coe_add, AddSubgroup.coe_sub]; abel
  have f : phase k (R : E) = phase k (S p.1 : E) *
      phase k ((R + (S q.1 - S p.1) : L) : E) * phase k (-(S q.1 : E)) := by
    rw [← phase_add, ← phase_add, AddSubgroup.coe_add, AddSubgroup.coe_sub]
    congr 1
    abel
  change phase k (R : E) *
    g ((R : E) + (t q.1 + (S q.1 : E)) - (t p.1 + (S p.1 : E))) p.2 q.2 =
    phase k (S p.1 : E) * (phase k ((R + (S q.1 - S p.1) : L) : E) *
    g (((R + (S q.1 - S p.1) : L) : E) + t q.1 - t p.1) p.2 q.2) * phase k (-(S q.1 : E))
  rw [e, f]
  ring

/-- Moving only atom `j` by a lattice vector `S` multiplies the structure constants with row site
`i ≠ j` and column site `j` by `exp(-i k·S)`, for a propagator absolutely summable on lattice
translates. -/
theorem structureMatrix_move_atom [DecidableEq ι] (hs : LatticeSummable L g) (t : ι → E)
    (k : E) {i j : ι} (hij : i ≠ j) (S : L) (l m : Λ) :
    structureMatrix L g (Function.update t j (t j + (S : E))) k (i, l) (j, m) =
      phase k (-(S : E)) * structureMatrix L g t k (i, l) (j, m) := by
  have e : Function.update t j (t j + (S : E)) =
      fun a => t a + ((Pi.single j S : ι → L) a : E) := by
    funext a
    by_cases h : a = j
    · subst h; simp
    · simp [h]
  rw [e, structureMatrix_translate hs]
  simp only [Pi.single_eq_same, Pi.single_eq_of_ne hij, ZeroMemClass.coe_zero, phase_zero,
    one_mul]
  ring

/-- The KKR secular determinant `det(M - A(k))`, with `M` diagonal in the sites, is unchanged
when the atoms are moved by lattice vectors, for a propagator absolutely summable on lattice
translates. -/
theorem secular_det_translate [Fintype ι] [Fintype Λ] [DecidableEq ι] [DecidableEq Λ]
    (hs : LatticeSummable L g) (t : ι → E) (k : E) (S : ι → L)
    (M : Matrix (ι × Λ) (ι × Λ) ℂ) (hM : ∀ p q, p.1 ≠ q.1 → M p q = 0) :
    (M - structureMatrix L g (fun i => t i + (S i : E)) k).det =
      (M - structureMatrix L g t k).det := by
  -- the move is a similarity transformation by a diagonal matrix of phases
  have h : M - structureMatrix L g (fun i => t i + (S i : E)) k =
      Matrix.diagonal (fun p : ι × Λ => phase k (S p.1 : E)) *
        (M - structureMatrix L g t k) *
        Matrix.diagonal (fun p : ι × Λ => phase k (-(S p.1 : E))) := by
    ext p q
    rw [Matrix.mul_diagonal, Matrix.diagonal_mul, Matrix.sub_apply, Matrix.sub_apply,
      structureMatrix_translate hs]
    have hMq : M p q = phase k (S p.1 : E) * M p q * phase k (-(S q.1 : E)) := by
      by_cases h : p.1 = q.1
      · rw [h, mul_right_comm, ← phase_add, add_neg_cancel, phase_zero, one_mul]
      · simp [hM p q h]
    linear_combination hMq
  have hU : Matrix.diagonal (fun p : ι × Λ => phase k (S p.1 : E)) *
      Matrix.diagonal (fun p : ι × Λ => phase k (-(S p.1 : E))) = 1 := by
    simp only [Matrix.diagonal_mul_diagonal, ← phase_add, add_neg_cancel, phase_zero,
      Matrix.diagonal_one]
  rw [h, Matrix.det_mul, Matrix.det_mul, mul_right_comm, ← Matrix.det_mul, hU,
    Matrix.det_one, one_mul]

/-- The one-channel propagator `exp(-|x| + i x)` on the line. -/
def modulatedExponential (x : ℝ) : Matrix Unit Unit ℂ :=
  Matrix.of fun _ _ => Complex.exp (((-|x| : ℝ) : ℂ) + (x : ℂ) * Complex.I)

/-- The propagator `exp(-|x| + i x)` satisfies `g(-x) = g(x)ᴴ` and is absolutely summable on
every translate of the integer chain. -/
theorem modulatedExponential_witness :
    HermitianKernel modulatedExponential ∧
      LatticeSummable (Int.castAddHom ℝ).range modulatedExponential := by
  constructor
  · intro x
    ext a b
    simp only [modulatedExponential, Matrix.conjTranspose_apply, Matrix.of_apply,
      Complex.star_def, ← Complex.exp_conj]
    simp
  · intro x _ _
    have hn : Summable (fun n : ℤ => Real.exp (-|(n : ℝ)|)) := by
      apply Summable.of_nat_of_neg <;> simpa using Real.summable_exp_neg_nat
    -- compare the translated chain with the chain through the origin
    have hb : Summable (fun n : ℤ => Real.exp (-|(n : ℝ) + x|)) := by
      refine Summable.of_nonneg_of_le (fun _ => (Real.exp_pos _).le) (fun n => ?_)
        (hn.mul_left (Real.exp |x|))
      rw [← Real.exp_add]
      apply Real.exp_le_exp.2
      have h := norm_sub_le ((n : ℝ) + x) x
      simp only [Real.norm_eq_abs, add_sub_cancel_right] at h
      linarith
    let e : ℤ ≃ (Int.castAddHom ℝ).range :=
      Equiv.ofBijective (fun n => ⟨(n : ℝ), n, rfl⟩)
        ⟨fun a b h => Int.cast_injective (congrArg Subtype.val h), by
          rintro ⟨_, n, rfl⟩
          exact ⟨n, rfl⟩⟩
    refine e.summable_iff.1 ((summable_congr fun n => ?_).2 hb)
    change ‖Complex.exp (((-|(n : ℝ) + x| : ℝ) : ℂ) +
      (((n : ℝ) + x : ℝ) : ℂ) * Complex.I)‖ = Real.exp (-|(n : ℝ) + x|)
    rw [Complex.norm_exp, Complex.add_re, Complex.ofReal_re, Complex.re_ofReal_mul,
      Complex.I_re, mul_zero, add_zero]

end

end KKRStructureConstants
```

```lean
#print axioms KKRStructureConstants.structureMatrix_isHermitian
#print axioms KKRStructureConstants.structureMatrix_move_atom
#print axioms KKRStructureConstants.secular_det_translate
```

```
'KKRStructureConstants.structureMatrix_isHermitian' depends on axioms: [propext, Classical.choice, Quot.sound]
'KKRStructureConstants.structureMatrix_move_atom' depends on axioms: [propext, Classical.choice, Quot.sound]
'KKRStructureConstants.secular_det_translate' depends on axioms: [propext, Classical.choice, Quot.sound]
```

### What the definitions and hypotheses stand for

`E` is a real inner product space and `L` an additive subgroup of it, so $\mathbb Z^d$ in $\mathbb R^d$ is included, as is a chain or layer in three dimensions. `ι` labels sites and `Λ` channels; a row index `p` is a pair of site `p.1` and channel `p.2`. One channel gives the scalar case. The convention is $e^{+ik\cdot R}$ with argument $R+t_j-t_i$, and `k : E` makes the wave vector real.

`HermitianKernel` expresses the symmetry $G(r,r')=\overline{G(r',r)}$ of the free-space Green function at a real negative energy, in a suitable channel normalisation. It is assumed here, not derived from a wave equation. The outgoing wave $e^{i\kappa r}/r$ with $\kappa>0$ violates it, being even but not real.

`LatticeSummable` stands for sufficiently fast decay, such as the exponential decay of the free propagator at negative energy. At positive energy the three-dimensional free propagator decays only as $1/r$, and the conditionally convergent or Ewald-defined sums used there need a separate argument. An excluded on-site term is represented by setting $g(0)=0$.

`secular_det_translate` needs finite `ι` and `Λ`, that is, finitely many atoms per cell and an angular-momentum cutoff. It uses summability but not `HermitianKernel`, and `hM` says that `M` vanishes between different sites.

### From the series to the determinant

`phase_add`, `phase_zero` and `star_phase` supply the algebra of Bloch phases. `hasSum_structureMatrix` removes the phase from the norm and applies summability at $t_j-t_i$. This matters because Lean assigns the value zero to a complex `∑'` that does not converge absolutely.

`structureMatrix_isHermitian` conjugates the convergent series, relabels it with `Equiv.neg L`, and compares terms; `unique` then identifies the two sums. `structureMatrix_translate` relabels with `Equiv.addRight (S q.1 - S p.1)` and multiplies by the two phases instead of conjugating. Its local equations `e` and `f` are the rewritings of the propagator's argument and of the phase. `structureMatrix_move_atom` specialises to a displacement that is zero except at `j`, written `Pi.single j S`.

In `secular_det_translate`, `h` is the similarity transformation, `hMq` the invariance of `M`, and `hU` the cancellation of the two phase matrices. Multiplicativity of the determinant finishes the argument.

Finally, `modulatedExponential_witness` shows that $g(x)=e^{-|x|+ix}$ satisfies both hypotheses on the integer chain. Conjugation reverses the sign of $ix$, and $|n|\le|n+x|+|x|$ gives $e^{-|n+x|}\le e^{|x|}e^{-|n|}$, whose sum over $n$ is finite. The equivalence `e` carries this sum from the integers to the subgroup.
